# The energy difference between two non-interacting fillings, measured from a reference level, is a sum of particle and hole energies

Two finite sets `S` and `P` of natural numbers say which levels are occupied in two fillings of the same non-interacting system, where level `i` has real energy `a i`. Each filling's energy is the sum of `a i - μ` over its occupied levels, with `μ` any real reference level. The lemma says that the energy of `S` minus that of `P` equals the sum of `a i - μ` over levels occupied only in `S` (the particles) plus the sum of `μ - a i` over levels occupied only in `P` (the holes). The attempt splits each filling's sum into the levels common to both and the rest, rewrites the hole sum as a negative, and leaves the cancellation to `linarith`.

An attempt in Lean 4 with a fault in it:

```lean
import Mathlib

open Finset

namespace ParticleHoleEnergy

/-- Measured from a reference level `μ`, the energy difference between two occupations `S` and
`P` of one channel is the sum of the particle energies `a i - μ` and hole energies `μ - a i`. -/
theorem particle_hole_energy (a : ℕ → ℝ) (μ : ℝ) (S P : Finset ℕ) :
    ∑ i ∈ S, (a i - μ) - ∑ i ∈ P, (a i - μ)
      = ∑ i ∈ S \ P, (a i - μ) + ∑ i ∈ P \ S, (μ - a i) := by
  have h1 := Finset.sum_inter_add_sum_diff S P (fun i => a i - μ)
  have h2 := Finset.sum_inter_add_sum_diff P S (fun i => a i - μ)
  rw [Finset.inter_comm P S] at h2
  have h3 : ∑ i ∈ P \ S, (μ - a i) = -∑ i ∈ P \ S, (a i - μ) := by
    rw [← Finset.sum_neg_distrib]
    exact Finset.sum_congr rfl (fun i _ => by ring)
  linarith

end ParticleHoleEnergy
```

Lean reports:

```
Main.lean:12:13: error(lean.unknownIdentifier): Unknown constant `Finset.sum_inter_add_sum_diff`
Main.lean:11:59: error: unsolved goals
a : ℕ → ℝ
μ : ℝ
S P : Finset ℕ
⊢ ∑ i ∈ S, (a i - μ) - ∑ i ∈ P, (a i - μ) = ∑ i ∈ S \ P, (a i - μ) + ∑ i ∈ P \ S, (μ - a i)
```

The repair, with which the file compiles:

```diff
@@ -10,6 +10,7 @@
     ∑ i ∈ S, (a i - μ) - ∑ i ∈ P, (a i - μ)
       = ∑ i ∈ S \ P, (a i - μ) + ∑ i ∈ P \ S, (μ - a i) := by
-  have h1 := Finset.sum_inter_add_sum_diff S P (fun i => a i - μ)
-  have h2 := Finset.sum_inter_add_sum_diff P S (fun i => a i - μ)
+  -- the levels occupied in both fillings drop out
+  have h1 := Finset.sum_inter_add_sum_sdiff S P (fun i => a i - μ)
+  have h2 := Finset.sum_inter_add_sum_sdiff P S (fun i => a i - μ)
   rw [Finset.inter_comm P S] at h2
   have h3 : ∑ i ∈ P \ S, (μ - a i) = -∑ i ∈ P \ S, (a i - μ) := by
```

Cause. The first message says that Lean knows no constant called `Finset.sum_inter_add_sum_diff`. The proof wants a lemma that splits a sum over one set into its sum over the intersection with another set and its sum over the set difference, but the name it gives for that lemma does not exist in the Mathlib being used. The second message follows from the first: the proof stops at `h1`, so the whole goal is left unproved. The line for `h2` uses the same missing name, but Lean never reaches it.

The repair writes `sdiff` for `diff` in both lines, giving `Finset.sum_inter_add_sum_sdiff`, which does exist and takes the same arguments. With both splittings in hand, the remaining steps work unchanged. The added comment is mere tidying and has no effect on the proof.
